# For linear error propagation with a real symmetric positive definite matrix, mixing steps c/(k+1) with c > 0 drive the error to zero

In the linear mixing model treated here, step k turns the error vector e into (1 − aₖE)e, where E is a finite real matrix and aₖ is the step length. The failing theorem, `harmonic_mixing_tendsto_zero`, states that if E is symmetric positive definite and aₖ = c/(k+1) with any c > 0, the error tends to zero from every starting vector. The attempt takes L to be the sum of the eigenvalues of E, which bounds each of them, and applies an earlier theorem that asks only for the sum of aₖ(2 − aₖL) to diverge to +∞. It gets this divergence by splitting the sum into 2c times the harmonic series, which diverges, and −c²L times the sum of 1/(k+1)², which converges.

The first attempt, which Lean rejects:

```lean
import Mathlib

open Matrix Filter Topology Finset

namespace HarmonicMixingTendstoZero

variable {n : Type*} [Fintype n] [DecidableEq n]

/-- The error after each step of linear mixing with step lengths `a 0, a 1, ...`:
`e (k+1) = (1 - a k E) e k`, started from `e₀`. -/
def mixingError (E : Matrix n n ℝ) (a : ℕ → ℝ) (e₀ : n → ℝ) : ℕ → n → ℝ
  | 0 => e₀
  | k + 1 => (1 - a k • E) *ᵥ mixingError E a e₀ k

/-- For symmetric `E`, the error amplitude along an eigenvector with eigenvalue `μ` is
multiplied by `1 - a k μ` in step `k`. -/
theorem mode_amplitude {E : Matrix n n ℝ} (hE : E.IsHermitian) {v : n → ℝ} {μ : ℝ}
    (h : E *ᵥ v = μ • v) (a : ℕ → ℝ) (e₀ : n → ℝ) (N : ℕ) :
    v ⬝ᵥ mixingError E a e₀ N = (∏ k ∈ range N, (1 - a k * μ)) * (v ⬝ᵥ e₀) := by
  -- by symmetry, `v` is also a left eigenvector
  have hv : v ᵥ* E = μ • v := by
    rw [← mulVec_transpose, ← conjTranspose_eq_transpose_of_trivial, hE.eq, h]
  induction N with
  | zero => simp [mixingError]
  | succ N ih =>
    change v ⬝ᵥ ((1 - a N • E) *ᵥ mixingError E a e₀ N) = _
    rw [sub_mulVec, one_mulVec, smul_mulVec, dotProduct_sub, dotProduct_smul,
      dotProduct_mulVec, hv, smul_dotProduct, ih, prod_range_succ, smul_eq_mul, smul_eq_mul]
    ring

/-- A mode with eigenvalue `μ` between `0` and `L` is damped at least as fast as the
exponential of `-μ/2` times the accumulated sum of `a k (2 - a k L)`. -/
theorem mode_bound {μ L : ℝ} (hμ : 0 ≤ μ) (hL : μ ≤ L) (a : ℕ → ℝ) (N : ℕ) :
    |∏ k ∈ range N, (1 - a k * μ)| ≤
      Real.exp (-(μ / 2) * ∑ k ∈ range N, a k * (2 - a k * L)) := by
  -- damping in a single step
  have step : ∀ t : ℝ, |1 - t * μ| ≤ Real.exp (-(μ / 2) * (t * (2 - t * L))) := by
    intro t
    apply abs_le_of_sq_le_sq _ (Real.exp_pos _).le
    have h1 := Real.add_one_le_exp
      (-(μ / 2) * (t * (2 - t * L)) + -(μ / 2) * (t * (2 - t * L)))
    rw [Real.exp_add, ← sq] at h1
    nlinarith [mul_nonneg (mul_nonneg (sq_nonneg t) hμ) (sub_nonneg.2 hL)]
  induction N with
  | zero => simp
  | succ N ih =>
    rw [prod_range_succ, sum_range_succ, mul_add, Real.exp_add, abs_mul]
    exact mul_le_mul ih (step _) (abs_nonneg _) (Real.exp_pos _).le

omit [DecidableEq n] in
/-- Every vector is the sum of its components along an orthonormal basis. -/
theorem mode_expansion (b : OrthonormalBasis n ℝ (EuclideanSpace ℝ n)) (x : n → ℝ) :
    ∑ i, ((b i).ofLp ⬝ᵥ x) • (b i).ofLp = x := by
  have hin : ∀ i, inner ℝ (b i) (WithLp.toLp 2 x) = (b i).ofLp ⬝ᵥ x := by
    intro i
    simp [PiLp.inner_apply, dotProduct, mul_comm]
  have h := congrArg WithLp.ofLp (b.sum_repr' (WithLp.toLp 2 x))
  simp only [hin, WithLp.ofLp_sum, WithLp.ofLp_smul] at h
  exact h

/-- Let `E` be symmetric positive definite with eigenvalues at most `L`. If the sum of
`a k (2 - a k L)` diverges to `+∞`, the mixing error tends to zero from every start. -/
theorem mixingError_tendsto_zero {E : Matrix n n ℝ} (hE : E.PosDef) {L : ℝ}
    (hL : ∀ i, hE.isHermitian.eigenvalues i ≤ L) {a : ℕ → ℝ}
    (hdiv : Tendsto (fun N => ∑ k ∈ range N, a k * (2 - a k * L)) atTop atTop)
    (e₀ : n → ℝ) : Tendsto (mixingError E a e₀) atTop (𝓝 0) := by
  -- each eigenmode dies out
  have hmode : ∀ i, Tendsto
      (fun N => ∏ k ∈ range N, (1 - a k * hE.isHermitian.eigenvalues i)) atTop (𝓝 0) := by
    intro i
    have hpos : 0 < hE.isHermitian.eigenvalues i := hE.eigenvalues_pos i
    exact squeeze_zero_norm (fun N => mode_bound hpos.le (hL i) a N)
      (Real.tendsto_exp_atBot.comp (hdiv.const_mul_atTop_of_neg (by linarith)))
  -- and the error is the finite sum of its eigenmodes
  have h := tendsto_finsetSum (univ : Finset n) fun i _ =>
    ((hmode i).mul_const ((hE.isHermitian.eigenvectorBasis i).ofLp ⬝ᵥ e₀)).smul_const
      (hE.isHermitian.eigenvectorBasis i).ofLp
  simp only [zero_mul, zero_smul, sum_const_zero] at h
  refine h.congr fun N => ?_
  refine (sum_congr rfl fun i _ => ?_).trans
    (mode_expansion hE.isHermitian.eigenvectorBasis _)
  rw [mode_amplitude hE.isHermitian (hE.isHermitian.mulVec_eigenvectorBasis i)]

/-- For symmetric positive definite `E` and any `c > 0`, mixing with the decreasing steps
`c / (k + 1)` drives the error to zero from every start. -/
theorem harmonic_mixing_tendsto_zero {E : Matrix n n ℝ} (hE : E.PosDef) {c : ℝ} (hc : 0 < c)
    (e₀ : n → ℝ) :
    Tendsto (mixingError E (fun k => c / ((k : ℝ) + 1)) e₀) atTop (𝓝 0) := by
  -- the sum of the eigenvalues bounds each of them
  have hL : ∀ i, hE.isHermitian.eigenvalues i ≤ ∑ j, hE.isHermitian.eigenvalues j := fun i =>
    single_le_sum (fun j _ => (hE.eigenvalues_pos j).le) (mem_univ i)
  refine mixingError_tendsto_zero hE hL ?_ e₀
  generalize ∑ j, hE.isHermitian.eigenvalues j = L
  have hsq : Summable fun k : ℕ => 1 / ((k : ℝ) + 1) ^ 2 := by
    have h := (summable_nat_add_iff (f := fun k : ℕ => 1 / (k : ℝ) ^ 2) 1).2
      (Real.summable_one_div_nat_pow.2 one_lt_two)
    simpa only [Nat.cast_add, Nat.cast_one] using h
  -- a divergent harmonic sum plus a convergent correction
  have h := (Real.tendsto_sum_range_one_div_nat_succ_atTop.const_mul_atTop
    (show 0 < 2 * c by linarith)).atTop_add
    (hsq.hasSum.tendsto_sum_nat.const_mul (-(c ^ 2 * L)))
  refine h.congr fun N => ?_
  rw [mul_sum, mul_sum, ← sum_add_distrib]
  exact sum_congr rfl fun k _ => by ring

end HarmonicMixingTendstoZero
```

Compiling this gives:

```
Try this:
  [apply] ring_nf
  
  The `ring` tactic failed to close the goal. Use `ring_nf` to obtain a normal form.
    
  Note that `ring` works primarily in *commutative* rings. If you have a noncommutative ring, abelian group or module, consider using `noncomm_ring`, `abel` or `module` instead.
Main.lean:104:33: error: unsolved goals
n : Type u_1
inst✝¹ : Fintype n
inst✝ : DecidableEq n
E : Matrix n n ℝ
hE : E.PosDef
c : ℝ
hc : 0 < c
e₀ : n → ℝ
hL : ∀ (i : n), ⋯.eigenvalues i ≤ ∑ j, ⋯.eigenvalues j
L : ℝ
hsq : Summable fun k => 1 / (↑k + 1) ^ 2
h : Tendsto (fun x => 2 * c * ∑ i ∈ range x, 1 / (↑i + 1) + -(c ^ 2 * L) * ∑ i ∈ range x, 1 / (↑i + 1) ^ 2) atTop atTop
N k : ℕ
x✝ : k ∈ range N
⊢ c * (1 + ↑k)⁻¹ * 2 - c ^ 2 * L * (1 + ↑k * 2 + ↑k ^ 2)⁻¹ = c * (1 + ↑k)⁻¹ * 2 - c ^ 2 * (1 + ↑k)⁻¹ ^ 2 * L
```

Fix (accepted with no message):

```diff
@@ -102,5 +102,7 @@
   refine h.congr fun N => ?_
   rw [mul_sum, mul_sum, ← sum_add_distrib]
-  exact sum_congr rfl fun k _ => by ring
+  refine sum_congr rfl fun k _ => ?_
+  have hk : 1 / ((k : ℝ) + 1) ^ 2 = (1 / ((k : ℝ) + 1)) ^ 2 := (one_div_pow _ _).symm
+  linear_combination (-(c ^ 2 * L)) * hk
 
 end HarmonicMixingTendstoZero
```

Diagnosis. The error lies in the last step, where the split summand must be matched with aₖ(2 − aₖL) for each k. `ring` fails to close this goal, and the message shows what its normalisation leaves. On the left, the square in the denominator has been expanded before inversion, giving `(1 + ↑k * 2 + ↑k ^ 2)⁻¹`; on the right, the product of two fractions has become `(1 + ↑k)⁻¹ ^ 2`. These are equal, but `ring` does not identify the inverse of the expanded polynomial with the square of the inverse. The hint about noncommutative rings does not apply, since the goal is over the reals.

The repair supplies the missing equality as `hk`, from `one_div_pow` read backwards. The two sides of the goal differ by exactly `-(c ^ 2 * L)` times the difference of the two sides of `hk`, so `linear_combination` with that coefficient leaves an identity that `ring` can check. The change from `exact` to `refine` only makes room for these two lines.
